# Real rank-3 tensors under the cubic rotation groups: two constants for T, one for O, and no piezoelectricity for O

When the piezoelectric tensor of a cubic crystal has been computed, numerical noise can be reduced by setting to zero the components that symmetry forbids and averaging those that it makes equal. The pattern to impose depends on the point group. For the rotation groups T (crystal class 23) and O (class 432), it follows from a few sign changes and relabellings of components.

```lean
import Mathlib

open Matrix

namespace CubicInvariantTensors
```

## Tensors and symmetry operations

A tensor T is a set of 27 real Cartesian components T_ijk. In Lean it is a function of three indices, with 0, 1, 2 standing for x, y, z.

```lean
/-- A real rank-3 tensor on three-dimensional space, given by its Cartesian components;
the indices 0, 1, 2 stand for x, y, z. -/
abbrev Tensor3 := Fin 3 → Fin 3 → Fin 3 → ℝ
```

A matrix R turns T into the tensor

T'_ijk = Σ_abc R_ia R_jb R_kc T_abc.

```lean
/-- The transformed tensor, with components `∑ R_ia R_jb R_kc T_abc`. -/
def rotate (R : Matrix (Fin 3) (Fin 3) ℝ) (T : Tensor3) : Tensor3 :=
  fun i j k => ∑ a, ∑ b, ∑ c, R i a * R j b * R k c * T a b c
```

Two twofold rotations change signs: (x, y, z) goes to (x, −y, −z) under the first and to (−x, y, −z) under the second.

```lean
/-- The twofold rotation about x. -/
def C2x : Matrix (Fin 3) (Fin 3) ℝ := !![1, 0, 0; 0, -1, 0; 0, 0, -1]

/-- The twofold rotation about y. -/
def C2y : Matrix (Fin 3) (Fin 3) ℝ := !![-1, 0, 0; 0, 1, 0; 0, 0, -1]
```

The threefold rotation about the cube diagonal carries the x axis to y, y to z and z to x.

```lean
/-- The threefold rotation that permutes the axes cyclically, x to y to z to x. -/
def C3 : Matrix (Fin 3) (Fin 3) ℝ := !![0, 0, 1; 1, 0, 0; 0, 1, 0]
```

The fourfold rotation about z carries x to y and y to −x.

```lean
/-- The fourfold rotation about z. -/
def C4z : Matrix (Fin 3) (Fin 3) ℝ := !![0, -1, 0; 1, 0, 0; 0, 0, 1]
```

Invariance of a tensor T means T' = T. For the group T it is required under the first three operations.

```lean
/-- Invariance under the generators `C2x`, `C2y`, `C3` of the rotation group T. -/
def TetrahedralInvariant (T : Tensor3) : Prop :=
  rotate C2x T = T ∧ rotate C2y T = T ∧ rotate C3 T = T
```

For O the fourfold rotation is added. That these matrices generate the two groups, and that invariance passes from generators to products, is taken from ordinary group theory.

```lean
/-- Invariance under the generators of T and the fourfold rotation about z,
which together generate the rotation group O. -/
def OctahedralInvariant (T : Tensor3) : Prop :=
  TetrahedralInvariant T ∧ rotate C4z T = T
```

The candidate for an invariant tensor of the group T has value a on xyz, yzx, zxy, value b on xzy, yxz, zyx, and zero wherever an index repeats. Index addition in the definition is modulo 3.

```lean
/-- The tensor with value `a` on the cyclic index triples xyz, yzx, zxy, value `b` on the
anticyclic triples xzy, yxz, zyx, and zero elsewhere. -/
def tetraTensor (a b : ℝ) : Tensor3 := fun i j k =>
  if j = i + 1 ∧ k = i + 2 then a else if j = i + 2 ∧ k = i + 1 then b else 0
```

With a = 1 and b = −1 this is the Levi-Civita tensor ε.

```lean
/-- The Levi-Civita tensor. -/
def leviCivita : Tensor3 := tetraTensor 1 (-1)
```

A piezoelectric tensor d gives the polarisation P_i = Σ_jk d_ijk σ_jk produced by a stress σ. Since σ is symmetric in the absence of body torques, only the part of d symmetric in j and k contributes, and one takes d_ijk = d_ikj.

```lean
/-- The index symmetry of a piezoelectric tensor: the last two indices, which belong to
the symmetric stress or strain, may be exchanged. -/
def PiezoSymmetric (d : Tensor3) : Prop := ∀ i j k, d i j k = d i k j
```

## Two constants under T

Each operation above has one non-zero entry per row, s_i in column σ(i), where σ now denotes a map of indices. Each of the three sums then keeps one term:

T'_ijk = s_i s_j s_k T_σ(i)σ(j)σ(k).

```lean
/-- A matrix with a single entry `s i` in row `i`, at column `σ i`, relabels the components
of a tensor and multiplies them by the factors `s`. -/
theorem rotate_signedPerm (R : Matrix (Fin 3) (Fin 3) ℝ) (σ : Fin 3 → Fin 3)
    (s : Fin 3 → ℝ) (h : ∀ i a, R i a = if a = σ i then s i else 0)
    (T : Tensor3) (i j k : Fin 3) :
    rotate R T i j k = s i * s j * s k * T (σ i) (σ j) (σ k) := by
  unfold rotate
  -- only one term of each sum survives
  rw [Finset.sum_eq_single (σ i), Finset.sum_eq_single (σ j), Finset.sum_eq_single (σ k)]
  · simp [h]
  all_goals simp +contextual [h]
```

For the twofold rotations σ is the identity and s is (1, −1, −1) or (−1, 1, −1). For the threefold rotation all s_i = 1, and σ sends 0, 1, 2 to 2, 0, 1. Invariance becomes three rules for components.

```lean
/-- Invariance under the generators of T, written as two sign rules and one cyclic
relabelling rule for the components. -/
theorem tetrahedral_iff_components (T : Tensor3) :
    TetrahedralInvariant T ↔
      (∀ i j k, (![1, -1, -1] : Fin 3 → ℝ) i * (![1, -1, -1] : Fin 3 → ℝ) j *
        (![1, -1, -1] : Fin 3 → ℝ) k * T i j k = T i j k) ∧
      (∀ i j k, (![-1, 1, -1] : Fin 3 → ℝ) i * (![-1, 1, -1] : Fin 3 → ℝ) j *
        (![-1, 1, -1] : Fin 3 → ℝ) k * T i j k = T i j k) ∧
      (∀ i j k, T ((![2, 0, 1] : Fin 3 → Fin 3) i) ((![2, 0, 1] : Fin 3 → Fin 3) j)
        ((![2, 0, 1] : Fin 3 → Fin 3) k) = T i j k) := by
  have hx := rotate_signedPerm C2x id ![1, -1, -1]
    (by intro i a; fin_cases i <;> fin_cases a <;> simp [C2x]) T
  have hy := rotate_signedPerm C2y id ![-1, 1, -1]
    (by intro i a; fin_cases i <;> fin_cases a <;> simp [C2y]) T
  have h3 := rotate_signedPerm C3 ![2, 0, 1] (fun _ => 1)
    (by intro i a; fin_cases i <;> fin_cases a <;> simp [C3]) T
  simp only [TetrahedralInvariant, funext_iff, hx, hy, h3, id_eq, one_mul]
```

The candidate obeys them for every a and b: on xyz and its permutations each sign product is (−1)(−1) = 1, and the cyclic relabelling keeps each triple in its own class. Both constants are therefore free.

```lean
/-- For all real `a` and `b`, the tensor with cyclic value `a` and anticyclic value `b` is
invariant under the generators of T. -/
theorem tetraTensor_invariant (a b : ℝ) : TetrahedralInvariant (tetraTensor a b) := by
  rw [tetrahedral_iff_components]
  refine ⟨?_, ?_, ?_⟩ <;> intro i j k <;>
    fin_cases i <;> fin_cases j <;> fin_cases k <;> simp [tetraTensor]
```

Conversely, let n_x, n_y, n_z count how often each axis occurs in ijk. The sign rules allow T_ijk ≠ 0 only if n_y + n_z and n_x + n_z are even. The three counts then have equal parity, and as they sum to 3, each is 1. The threefold rotation gives

T_xyz = T_yzx = T_zxy,  T_xzy = T_yxz = T_zyx.

Lean derives these equalities first, then applies the sign rules to all 27 index triples.

```lean
/-- A rank-3 tensor is invariant under the generators of T exactly when it is fixed by its
two components `T_xyz` and `T_xzy` through the cyclic pattern of `tetraTensor`. -/
theorem tetrahedral_iff (T : Tensor3) :
    TetrahedralInvariant T ↔ T = tetraTensor (T 0 1 2) (T 0 2 1) := by
  constructor
  · intro h
    obtain ⟨hx, hy, h3⟩ := (tetrahedral_iff_components T).1 h
    -- the threefold axis links the components with three different indices
    have c1 : T 0 1 2 = T 1 2 0 := by simpa using h3 1 2 0
    have c2 : T 1 2 0 = T 2 0 1 := by simpa using h3 2 0 1
    have c3 : T 0 2 1 = T 1 0 2 := by simpa using h3 1 0 2
    have c4 : T 1 0 2 = T 2 1 0 := by simpa using h3 2 1 0
    funext i j k
    -- the twofold axes remove all other components
    have X := hx i j k
    have Y := hy i j k
    revert X Y
    fin_cases i <;> fin_cases j <;> fin_cases k <;> intro X Y <;>
      simp [tetraTensor] at X Y ⊢ <;> linarith
  · intro h
    rw [h]
    exact tetraTensor_invariant _ _
```

## One constant under O

For any R, the sum Σ_abc R_ia R_jb R_kc ε_abc is the determinant formed from rows i, j, k of R. It vanishes if a row repeats and changes sign if two are exchanged, so it equals det R · ε_ijk.

```lean
/-- Under any real matrix `R`, a multiple of the Levi-Civita tensor is multiplied by the
determinant of `R`. -/
theorem rotate_leviCivita (R : Matrix (Fin 3) (Fin 3) ℝ) (c : ℝ) :
    rotate R (c • leviCivita) = (R.det * c) • leviCivita := by
  funext i j k
  have e : rotate R (c • leviCivita) i j k =
      c * (R i 0 * R j 1 * R k 2 + R i 1 * R j 2 * R k 0 + R i 2 * R j 0 * R k 1
        - R i 0 * R j 2 * R k 1 - R i 1 * R j 0 * R k 2 - R i 2 * R j 1 * R k 0) := by
    simp [rotate, leviCivita, tetraTensor, Fin.sum_univ_three]
    ring
  -- the bracket is the determinant of the rows i, j, k
  have d : R i 0 * R j 1 * R k 2 + R i 1 * R j 2 * R k 0 + R i 2 * R j 0 * R k 1
        - R i 0 * R j 2 * R k 1 - R i 1 * R j 0 * R k 2 - R i 2 * R j 1 * R k 0
      = R.det * leviCivita i j k := by
    fin_cases i <;> fin_cases j <;> fin_cases k <;>
      simp [leviCivita, tetraTensor, Matrix.det_fin_three] <;> ring
  rw [e, d]
  simp only [Pi.smul_apply, smul_eq_mul]
  ring
```

The fourfold rotation has s = (−1, 1, 1) and exchanges indices 0 and 1, so

T_xzy = T'_xzy = −T_yzx = −T_xyz.

Take the tensor invariant under the group T with T_xyz = 2 and T_xzy = 5. The rotated tensor has T'_xyz = −T_yxz = −5 and T'_xzy = −2, so it differs from T. In the special case T_xzy = −2 the pair (2, −2) returns to itself, and T = 2ε. The converse holds because all four generators have determinant 1.

```lean
/-- A rank-3 tensor is invariant under the generators of O exactly when it is `T_xyz` times
the Levi-Civita tensor. -/
theorem octahedral_iff (T : Tensor3) :
    OctahedralInvariant T ↔ T = T 0 1 2 • leviCivita := by
  constructor
  · rintro ⟨ht, h4⟩
    have hT := (tetrahedral_iff T).1 ht
    have c : T 1 2 0 = T 0 1 2 := by
      have := congrFun (congrFun (congrFun hT 1) 2) 0
      simpa [tetraTensor] using this
    -- the fourfold axis ties the two constants together
    have h := congrFun (congrFun (congrFun h4 0) 2) 1
    rw [rotate_signedPerm C4z ![1, 0, 2] ![-1, 1, 1]
      (by intro i a; fin_cases i <;> fin_cases a <;> simp [C4z])] at h
    simp at h
    have hb : T 0 2 1 = -T 0 1 2 := by linarith
    rw [hb] at hT
    refine hT.trans ?_
    funext i j k
    fin_cases i <;> fin_cases j <;> fin_cases k <;> simp [leviCivita, tetraTensor]
  · intro h
    rw [h]
    refine ⟨⟨?_, ?_, ?_⟩, ?_⟩ <;> rw [rotate_leviCivita] <;>
      simp [C2x, C2y, C3, C4z, Matrix.det_fin_three]
```

The same determinant rule extends the invariance to every proper rotation; Lean needs only det R = 1, not orthogonality.

```lean
/-- A rank-3 tensor invariant under the generators of O is invariant under every real matrix
of determinant one, in particular under every proper rotation. -/
theorem octahedral_isotropic (T : Tensor3) (h : OctahedralInvariant T)
    (R : Matrix (Fin 3) (Fin 3) ℝ) (hR : R.det = 1) : rotate R T = T := by
  have hT := (octahedral_iff T).1 h
  rw [hT, rotate_leviCivita, hR, one_mul]
```

## Piezoelectric constants

For O, index symmetry gives d_xyz = d_xzy = −d_xyz, so d_xyz = 0 and the whole tensor vanishes.

```lean
/-- The group O is not piezoelectric: a tensor invariant under its generators and symmetric
in the last two indices vanishes. -/
theorem octahedral_not_piezoelectric (d : Tensor3) (h : OctahedralInvariant d)
    (hs : PiezoSymmetric d) : d = 0 := by
  have hT := (octahedral_iff d).1 h
  have e := congrFun (congrFun (congrFun hT 0) 2) 1
  simp [leviCivita, tetraTensor] at e
  have s := hs 0 1 2
  have z : d 0 1 2 = 0 := by linarith
  rw [hT, z, zero_smul]
```

For T, it gives only d_xzy = d_xyz. One constant remains, shared by all six components with different indices. For a crystal with exact T symmetry, described in cubic axes, this fixes the pattern of the piezoelectric tensor but not the size of the constant, which has to come from a calculation or a measurement.

```lean
/-- For the group T one piezoelectric constant remains: the tensors invariant under its
generators and symmetric in the last two indices are those with the single value `d_xyz` on
all triples of different indices and zero elsewhere. -/
theorem tetrahedral_piezoelectric (d : Tensor3) :
    (TetrahedralInvariant d ∧ PiezoSymmetric d) ↔
      d = tetraTensor (d 0 1 2) (d 0 1 2) := by
  constructor
  · rintro ⟨h, hs⟩
    have hT := (tetrahedral_iff d).1 h
    rwa [hs 0 2 1] at hT
  · intro h
    rw [h]
    refine ⟨tetraTensor_invariant _ _, ?_⟩
    intro i j k
    fin_cases i <;> fin_cases j <;> fin_cases k <;> simp [tetraTensor]

end CubicInvariantTensors
```

```lean
#print axioms CubicInvariantTensors.octahedral_isotropic
#print axioms CubicInvariantTensors.octahedral_not_piezoelectric
#print axioms CubicInvariantTensors.tetrahedral_piezoelectric
```

```
'CubicInvariantTensors.octahedral_isotropic' depends on axioms: [propext, Classical.choice, Quot.sound]
'CubicInvariantTensors.octahedral_not_piezoelectric' depends on axioms: [propext, Classical.choice, Quot.sound]
'CubicInvariantTensors.tetrahedral_piezoelectric' depends on axioms: [propext, Classical.choice, Quot.sound]
```
